# The free energy of a single level equals its energy at any non-zero temperature

The junction here has one state, with energy `-E * Real.cos (x + φ)` at phase `x`, so its Hamiltonian is a 1×1 matrix. The theorem says that its free energy, -T ln tr exp(-A/T) with Boltzmann's constant set to one, is exactly that energy for every real `T ≠ 0` and all real `E`, `φ` and `x`. The proof first shows that the partition function is a single real exponential, then takes its logarithm and cancels `T`.

The failing Lean file:

```lean
import Mathlib

open Matrix

namespace FreeEnergyShiftedJunction

noncomputable section

variable {n : Type*} [Fintype n] [DecidableEq n]

/-- The canonical partition function `tr exp(-A/T)` of a Hamiltonian matrix `A` at
temperature `T ≠ 0`, in units with Boltzmann constant one. -/
def partitionFunction (T : ℝ) (A : Matrix n n ℂ) : ℂ :=
  trace (NormedSpace.exp ((-(1 / T) : ℝ) • A))

/-- The free energy `-T ln tr exp(-A/T)` of a Hermitian Hamiltonian matrix `A` on a non-zero state
space at temperature `T ≠ 0`. -/
def freeEnergy (T : ℝ) (A : Matrix n n ℂ) : ℝ :=
  -T * Real.log (partitionFunction T A).re

/-- A junction with a single level of energy `-E cos(x + φ)` at phase `x`. -/
def shiftedJunction (E φ x : ℝ) : Matrix (Fin 1) (Fin 1) ℂ :=
  diagonal fun _ => ((-E * Real.cos (x + φ) : ℝ) : ℂ)

/-- At temperature `T ≠ 0` the free energy of the single-level junction is its level
energy. -/
theorem freeEnergy_shiftedJunction {T : ℝ} (hT : T ≠ 0) (E φ x : ℝ) :
    freeEnergy T (shiftedJunction E φ x) = -E * Real.cos (x + φ) := by
  have hz : partitionFunction T (shiftedJunction E φ x) =
      ((Real.exp (-(1 / T) * (-E * Real.cos (x + φ))) : ℝ) : ℂ) := by
    unfold partitionFunction shiftedJunction
    rw [← diagonal_smul, Matrix.exp_diagonal, trace_diagonal, Fin.sum_univ_one,
      Pi.exp_apply, ← Complex.exp_eq_exp_ℂ, Complex.ofReal_exp]
    congr 1
    rw [Pi.smul_apply, Complex.real_smul, ← Complex.ofReal_mul]
  unfold freeEnergy
  rw [hz, Complex.ofReal_re, Real.log_exp]
  field_simp

end

end FreeEnergyShiftedJunction
```

Messages:

```
Main.lean:33:6: error(lean.unknownIdentifier): Unknown identifier `Pi.exp_apply`
```

Diagnosis. Lean knows no lemma called `Pi.exp_apply` at this point, so the rewrite that names it can't run. The step it was meant to supply is sound. `Matrix.exp_diagonal` leaves the exponential of a function on the diagonal's indices, evaluated at `0`, and the proof needs the exponential of the function's value there.

The repair proves this as `hexp`. Evaluation at `0` is a continuous ring homomorphism, and `NormedSpace.map_exp` lets such a map pass through the exponential. With `hexp` in place of the missing name, the goal has the complex exponential that the next rewrites expect.

The diff also replaces `Pi.smul_apply` with a `change` that writes the exponent out as a real number scaling a complex one, the form `Complex.real_smul` needs. Lean stopped before reaching that line, so the message doesn't tell us whether the old rewrite would have failed.

The mended proof, as a diff:

```diff
@@ -27,11 +27,15 @@
 theorem freeEnergy_shiftedJunction {T : ℝ} (hT : T ≠ 0) (E φ x : ℝ) :
     freeEnergy T (shiftedJunction E φ x) = -E * Real.cos (x + φ) := by
+  -- the exponential of a diagonal acts entry by entry
+  have hexp : ∀ v : Fin 1 → ℂ, NormedSpace.exp v 0 = NormedSpace.exp (v 0) := fun v =>
+    NormedSpace.map_exp (Pi.evalRingHom (fun _ : Fin 1 => ℂ) 0) (continuous_apply 0) v
   have hz : partitionFunction T (shiftedJunction E φ x) =
       ((Real.exp (-(1 / T) * (-E * Real.cos (x + φ))) : ℝ) : ℂ) := by
     unfold partitionFunction shiftedJunction
     rw [← diagonal_smul, Matrix.exp_diagonal, trace_diagonal, Fin.sum_univ_one,
-      Pi.exp_apply, ← Complex.exp_eq_exp_ℂ, Complex.ofReal_exp]
+      hexp, ← Complex.exp_eq_exp_ℂ, Complex.ofReal_exp]
     congr 1
-    rw [Pi.smul_apply, Complex.real_smul, ← Complex.ofReal_mul]
+    change (-(1 / T) : ℝ) • ((-E * Real.cos (x + φ) : ℝ) : ℂ) = _
+    rw [Complex.real_smul, ← Complex.ofReal_mul]
   unfold freeEnergy
   rw [hz, Complex.ofReal_re, Real.log_exp]
```
